# Power-law reduced surface energy lies between p and 1 times the bond-cutting value

In this model the reduced bond-cutting surface energy at coordination ratio r is `cutReduced r`, defined as 1 − r, and it is compared with the power-law form 1 − r^p. The theorem `powerLaw_ratio` states that for real numbers with 0 < p < 1 and 0 < r < 1, the ratio (1 − r^p)/(1 − r) lies strictly between p and 1. Both energies are dimensionless formulas taken as given, so the content is an inequality for real powers, with no Hamiltonian appearing in it. The attempt clears the positive denominator in each bound. It obtains the lower bound from the strict Bernoulli inequality r^p < 1 + p(r − 1), and the upper bound from r < r^p via `Real.rpow_lt_rpow_of_exponent_gt`.

In Lean, a first try:

```lean
import Mathlib

open Filter Topology Set

namespace SecondMomentSurfaceEnergy

noncomputable section

/-- Reduced bond-cutting surface energy `1 - r` at coordination ratio `r`. -/
def cutReduced (r : ℝ) : ℝ := 1 - r

/-- For an exponent `0 < p < 1` and `0 < r < 1`, the power-law reduced surface energy
`1 - r ^ p` divided by the bond-cutting value lies strictly between `p` and `1`. -/
theorem powerLaw_ratio {p r : ℝ} (hp0 : 0 < p) (hp1 : p < 1) (h0 : 0 < r) (h1 : r < 1) :
    p < (1 - r ^ p) / cutReduced r ∧ (1 - r ^ p) / cutReduced r < 1 := by
  have hd : 0 < 1 - r := sub_pos.mpr h1
  unfold cutReduced
  constructor
  · -- Bernoulli's inequality: r ^ p < 1 + p (r - 1)
    have hb := Real.rpow_one_add_lt_one_add_mul_self (s := r - 1) (by linarith)
      (sub_neg.mpr h1).ne hp0 hp1
    have he : 1 + (r - 1) = r := by ring
    rw [he] at hb
    rw [lt_div_iff₀ hd]
    linarith
  · have hb : r ^ (1 : ℝ) < r ^ p := Real.rpow_lt_rpow_of_exponent_gt h0 h1 hp1
    rw [Real.rpow_one] at hb
    rw [div_lt_one hd]
    linarith

end

end SecondMomentSurfaceEnergy
```

Compiling this gives:

```
Main.lean:20:15: error(lean.unknownIdentifier): Unknown constant `Real.rpow_one_add_lt_one_add_mul_self`
```

The mended proof, as a diff:

```diff
@@ -18,5 +18,5 @@
   constructor
   · -- Bernoulli's inequality: r ^ p < 1 + p (r - 1)
-    have hb := Real.rpow_one_add_lt_one_add_mul_self (s := r - 1) (by linarith)
+    have hb := rpow_one_add_lt_one_add_mul_self (s := r - 1) (by linarith)
       (sub_neg.mpr h1).ne hp0 hp1
     have he : 1 + (r - 1) = r := by ring
```

What went wrong. The single message says that no constant named `Real.rpow_one_add_lt_one_add_mul_self` exists in the environment. It is a failure of name resolution: the application defining `hb` cannot be elaborated because its head is unknown, so the message says nothing about whether the arguments or the later steps fit.

The only change in the diff removes the prefix `Real.`. The name `rpow_one_add_lt_one_add_mul_self` then resolves: although the lemma concerns real powers, it is not in the `Real` namespace, unlike `Real.rpow_lt_rpow_of_exponent_gt` and `Real.rpow_one`, which the second branch uses without complaint.

The arguments are unchanged and fit the lemma as written. With `s := r - 1`, `linarith` discharges the lower bound on `s`, `(sub_neg.mpr h1).ne` gives `r - 1 ≠ 0`, and `hp0` and `hp1` bound the exponent. Rewriting with `he` turns the base `1 + (r - 1)` into `r`, so `hb` becomes the Bernoulli inequality in the comment. After `lt_div_iff₀ hd` clears the denominator, `linarith` closes the lower bound from `hb`.
